# A surface formula for the energy of a free radial electron

Let \(0<a\le R\), and let \(u\) be twice continuously differentiable on \([a,R]\) with \(u''=\bigl(l(l+1)/r^2-2E\bigr)u\). Then

\[
4E\int_a^R u^2\,dr=\Bigl[\,r u'^2-uu'-\Bigl(\frac{l(l+1)}{r}-2Er\Bigr)u^2\Bigr]_a^R .
\]

Here \(u\) is \(r\) times the radial wavefunction, \(l\) the angular momentum number and \(E\) the energy, in atomic units. For one non-interacting electron in a hard-walled ball, the formula links the pressure on the wall to the energy.

```lean
import Mathlib

open Set Filter Topology

namespace RadialSurfaceVirial

noncomputable section
```

## The orbital and its surface term

With a local potential \(V(r)\), the radial equation is \(u''=wu\), where \(w=l(l+1)/r^2+2(V-E)\). In Lean, `u'` is a separate function, tied to `u` by `deriv_u`. Derivatives at the ends of the interval are one-sided, and the equation is required only inside, so every \(C^2\) solution qualifies. The parameter `l` may be any real number; the physical values are \(0,1,2,\dots\)

```lean
/-- A radial orbital `u` with slope `u'` on `[a, R]`: `u` is continuously differentiable up to the
ends, and the radial Schrödinger equation (atomic units) holds inside. -/
structure IsRadialOrbital (V : ℝ → ℝ) (l E a R : ℝ) (u u' : ℝ → ℝ) : Prop where
  deriv_u : ∀ r ∈ Icc a R, HasDerivWithinAt u (u' r) (Icc a R) r
  cont_u' : ContinuousOn u' (Icc a R)
  schrodinger : ∀ r ∈ Ioo a R,
    HasDerivAt u' ((l * (l + 1) / r ^ 2 + 2 * (V r - E)) * u r) r
```

The quantity to be evaluated at the boundary is

\[
S(r)=r u'^2-uu'-q u^2,\qquad q=rw=\frac{l(l+1)}{r}+2r(V-E).
\]

```lean
/-- The surface term at radius `r`, built from the orbital, its slope and the potential there. -/
def surfaceTerm (V : ℝ → ℝ) (l E : ℝ) (u u' : ℝ → ℝ) (r : ℝ) : ℝ :=
  r * u' r ^ 2 - u r * u' r - (l * (l + 1) / r + 2 * r * (V r - E)) * u r ^ 2
```

For a normalised orbital \(\psi=(u/r)Y\) that vanishes at the wall, the normal derivative there is \(u'(R)Y/R\). Since \(|Y|^2\) averages to \(1/4\pi\) over the sphere, half the squared derivative averages to

\[
P=\frac{u'(R)^2}{8\pi R^2}.
\]

This stands for \(-dE/d\Omega\), the energy cost per unit of volume \(\Omega\) removed. The code takes it as a definition and does not derive it from an energy derivative.

```lean
/-- The pressure on a hard wall at radius `R`, for a normalised orbital `u` (`r` times the radial
wavefunction) that vanishes at the wall and has slope `u'`: half the squared normal derivative of
the wavefunction, averaged over the sphere. -/
def wallPressure (u' : ℝ → ℝ) (R : ℝ) : ℝ := u' R ^ 2 / (8 * Real.pi * R ^ 2)
```

## Differentiating and integrating

Substituting \(u''=wu\) gives

\[
S'=u'^2+2rwuu'-u'^2-wu^2-q'u^2-2quu'=-(w+q')u^2,
\]

because \(q=rw\). Since \(q'=-l(l+1)/r^2+2(V-E)+2rV'\), the centrifugal parts cancel as well:

\[
S'=\bigl(4(E-V)-2rV'\bigr)u^2 .
\]

The proof assembles the derivative by the product rule; `field_simp` and `ring` carry out the cancellation.

```lean
/-- The radial derivative of the surface term is the virial density
`(4 (E - V) - 2 r V') u²`. -/
theorem hasDerivAt_surfaceTerm {V u u' : ℝ → ℝ} {l E r v : ℝ} (hr : r ≠ 0)
    (hV : HasDerivAt V v r) (hu : HasDerivAt u (u' r) r)
    (hu' : HasDerivAt u' ((l * (l + 1) / r ^ 2 + 2 * (V r - E)) * u r) r) :
    HasDerivAt (surfaceTerm V l E u u') ((4 * (E - V r) - 2 * r * v) * u r ^ 2) r := by
  have hid := hasDerivAt_id' r
  have hsq : HasDerivAt (fun x => u x ^ 2) (2 * u r * u' r) r :=
    (hu.fun_pow 2).congr_deriv (by simp)
  have hsq' : HasDerivAt (fun x => u' x ^ 2)
      (2 * u' r * ((l * (l + 1) / r ^ 2 + 2 * (V r - E)) * u r)) r :=
    (hu'.fun_pow 2).congr_deriv (by simp)
  have hc : HasDerivAt (fun x => l * (l + 1) / x) (-(l * (l + 1)) / r ^ 2) r :=
    ((hasDerivAt_const r (l * (l + 1))).fun_div hid hr).congr_deriv (by ring)
  have hq := hc.fun_add ((hid.const_mul 2).fun_mul (hV.sub_const E))
  have h := ((hid.fun_mul hsq').fun_sub (hu.fun_mul hu')).fun_sub (hq.fun_mul hsq)
  have h' : HasDerivAt (surfaceTerm V l E u u') _ r := h
  -- the terms containing `u u'` cancel
  refine h'.congr_deriv ?_
  field_simp
  ring
```

The fundamental theorem of calculus now gives

\[
\int_a^R\bigl(4(E-V)-2rV'\bigr)u^2\,dr=S(R)-S(a).
\]

It needs \(S\) continuous on the closed shell, the derivative inside, and an integrable density. Continuity of \(V\) and \(V'\) up to the ends supplies what the orbital does not. This is a virial theorem for one orbital in a given potential, without electron–electron interaction.

```lean
/-- Virial theorem on a spherical shell: the integrated virial density equals the difference of
the surface terms at the outer and inner radius. -/
theorem virial_shell {V V' u u' : ℝ → ℝ} {l E a R : ℝ} (ha : 0 < a) (haR : a ≤ R)
    (hV : ContinuousOn V (Icc a R)) (hd : ∀ r ∈ Ioo a R, HasDerivAt V (V' r) r)
    (hV' : ContinuousOn V' (Icc a R)) (h : IsRadialOrbital V l E a R u u') :
    ∫ r in a..R, (4 * (E - V r) - 2 * r * V' r) * u r ^ 2 =
      surfaceTerm V l E u u' R - surfaceTerm V l E u u' a := by
  have hu : ContinuousOn u (Icc a R) := fun r hr => (h.deriv_u r hr).continuousWithinAt
  have hp := h.cont_u'
  have hne : ∀ r ∈ Icc a R, r ≠ 0 := fun r hr => (ha.trans_le hr.1).ne'
  apply intervalIntegral.integral_eq_sub_of_hasDerivAt_of_le haR
  · unfold surfaceTerm
    fun_prop (disch := assumption)
  · intro r hr
    exact hasDerivAt_surfaceTerm (hne r (Ioo_subset_Icc_self hr)) (hd r hr)
      ((h.deriv_u r (Ioo_subset_Icc_self hr)).hasDerivAt (Icc_mem_nhds hr.1 hr.2))
      (h.schrodinger r hr)
  · apply ContinuousOn.intervalIntegrable_of_Icc haR
    fun_prop
```

Setting \(V=V'=0\) gives the opening formula. A program that integrates the radial equation as a first-order system for \(u\) and \(u'\) has both at the end radii. In a potential-free shell with \(E\ne0\), the formula then gives a value of \(\int u^2\,dr\) to compare with numerical quadrature.

```lean
/-- Surface formula for a free electron: `4E` times the integral of `u²` over the shell is
determined by the orbital and its slope at the two bounding radii. -/
theorem free_electron_shell {u u' : ℝ → ℝ} {l E a R : ℝ} (ha : 0 < a) (haR : a ≤ R)
    (h : IsRadialOrbital (fun _ => 0) l E a R u u') :
    4 * E * ∫ r in a..R, u r ^ 2 =
      (R * u' R ^ 2 - u R * u' R - (l * (l + 1) / R - 2 * E * R) * u R ^ 2) -
      (a * u' a ^ 2 - u a * u' a - (l * (l + 1) / a - 2 * E * a) * u a ^ 2) := by
  have hb := virial_shell (V' := fun _ => 0) ha haR continuousOn_const
    (fun r _ => hasDerivAt_const r (0 : ℝ)) continuousOn_const h
  simp only [sub_zero, mul_zero] at hb
  rw [intervalIntegral.integral_const_mul] at hb
  rw [hb]
  simp only [surfaceTerm]
  ring
```

## Closing the shell to a ball

Let \(a=0\) and \(u(0)=0\). The only delicate term in \(S\) is centrifugal, and

\[
\frac{u^2}{r}=u\cdot\frac{u}{r}\longrightarrow 0\cdot u'(0)=0 .
\]

Hence \(S(r)\to0\) at the centre and only \(S(R)\) remains. In the proof, `hcf` is this limit, with \(u/r\) written as a slope; Lean's convention \(x/0=0\) gives \(S\) the matching value at \(r=0\). The theorem assumes that \(V\) and \(V'\) are continuous up to the centre, so it does not cover a bare Coulomb potential.

The condition \(u(0)=0\) matters. For \(R>0\), \(V=l=E=0\) and \(u=R-r\), the integral is \(0\) but \(S(R)=R\), because the inner term \(-u(0)u'(0)=R\) has been lost. This \(u\) is a solution of the radial equation but not a physical state: \(u/r\) behaves as \(R/r\) near the centre, and the Laplacian of \(1/r\) contains a delta function there, so the three-dimensional Schrödinger equation with \(V=0\) is not satisfied at the centre.

```lean
/-- Virial theorem on a full ball: for an orbital with `u(0) = 0` in a potential that is regular
up to the centre, the integrated virial density equals the surface term at the outer radius. -/
theorem virial_ball {V V' u u' : ℝ → ℝ} {l E R : ℝ} (hR : 0 ≤ R)
    (hV : ContinuousOn V (Icc 0 R)) (hd : ∀ r ∈ Ioo 0 R, HasDerivAt V (V' r) r)
    (hV' : ContinuousOn V' (Icc 0 R)) (h : IsRadialOrbital V l E 0 R u u') (h0 : u 0 = 0) :
    ∫ r in (0 : ℝ)..R, (4 * (E - V r) - 2 * r * V' r) * u r ^ 2 =
      surfaceTerm V l E u u' R := by
  have hu : ContinuousOn u (Icc 0 R) := fun r hr => (h.deriv_u r hr).continuousWithinAt
  have hp := h.cont_u'
  -- the centrifugal term `u² / r` vanishes at the centre, since `u / r` tends to `u'(0)`
  have hcf : ContinuousOn (fun r => u r ^ 2 / r) (Icc 0 R) := by
    intro r hr
    rcases eq_or_lt_of_le hr.1 with hz | hz
    · subst hz
      rw [← continuousWithinAt_sdiff_self]
      have hs := hasDerivWithinAt_iff_tendsto_slope.1 (h.deriv_u 0 hr)
      have hm := ((hu 0 hr).mono sdiff_subset).tendsto.mul hs
      rw [h0, zero_mul] at hm
      show Tendsto (fun r => u r ^ 2 / r) (𝓝[Icc 0 R \ {0}] 0) (𝓝 (u 0 ^ 2 / 0))
      rw [div_zero]
      refine hm.congr (fun r => ?_)
      show u r * slope u 0 r = u r ^ 2 / r
      rw [slope_def_field, h0, sub_zero, sub_zero]
      ring
    · exact ((hu r hr).pow 2).div continuousWithinAt_id hz.ne'
  have hA : ContinuousOn
      (fun r => r * u' r ^ 2 - u r * u' r - 2 * r * (V r - E) * u r ^ 2) (Icc 0 R) := by
    fun_prop
  have hB := hA.sub ((continuousOn_const (c := l * (l + 1))).mul hcf)
  have hS : ContinuousOn (surfaceTerm V l E u u') (Icc 0 R) := by
    refine hB.congr (fun r _ => ?_)
    simp only [surfaceTerm, Pi.sub_apply, Pi.mul_apply]
    ring
  have hzero : surfaceTerm V l E u u' 0 = 0 := by simp [surfaceTerm, h0]
  refine Eq.trans ?_ (show surfaceTerm V l E u u' R - surfaceTerm V l E u u' 0 =
    surfaceTerm V l E u u' R by rw [hzero, sub_zero])
  apply intervalIntegral.integral_eq_sub_of_hasDerivAt_of_le hR hS
  · intro r hr
    exact hasDerivAt_surfaceTerm hr.1.ne' (hd r hr)
      ((h.deriv_u r (Ioo_subset_Icc_self hr)).hasDerivAt (Icc_mem_nhds hr.1 hr.2))
      (h.schrodinger r hr)
  · apply ContinuousOn.intervalIntegrable_of_Icc hR
    fun_prop
```

At a hard wall \(u(R)=0\), so for \(V=0\) only the slope survives:

\[
4E\int_0^R u^2\,dr=R\,u'(R)^2 .
\]

```lean
/-- For a free electron in a ball with a hard wall, `4E` times the integral of `u²` equals
`R u'(R)²`. -/
theorem free_electron_hard_wall {u u' : ℝ → ℝ} {l E R : ℝ} (hR : 0 ≤ R)
    (h : IsRadialOrbital (fun _ => 0) l E 0 R u u') (h0 : u 0 = 0) (hw : u R = 0) :
    4 * E * ∫ r in (0 : ℝ)..R, u r ^ 2 = R * u' R ^ 2 := by
  have hb := virial_ball (V' := fun _ => 0) hR continuousOn_const
    (fun r _ => hasDerivAt_const r (0 : ℝ)) continuousOn_const h h0
  simp only [sub_zero, mul_zero] at hb
  rw [intervalIntegral.integral_const_mul] at hb
  rw [hb]
  simp [surfaceTerm, hw]
```

## Pressure, volume and energy

If \(\int_0^R u^2\,dr=1\) and \(\Omega=\tfrac43\pi R^3\), then

\[
3P\Omega=\frac{R\,u'(R)^2}{2}=2E .
\]

```lean
/-- Pressure law for one normalised free electron in a hard-walled ball: three times the wall
pressure times the volume equals twice the energy. -/
theorem pressure_volume_energy {u u' : ℝ → ℝ} {l E R : ℝ} (hR : 0 < R)
    (h : IsRadialOrbital (fun _ => 0) l E 0 R u u') (h0 : u 0 = 0) (hw : u R = 0)
    (hn : ∫ r in (0 : ℝ)..R, u r ^ 2 = 1) :
    3 * wallPressure u' R * (4 / 3 * Real.pi * R ^ 3) = 2 * E := by
  have hb := free_electron_hard_wall hR.le h h0 hw
  rw [hn, mul_one] at hb
  have hpi := Real.pi_ne_zero
  have e : 3 * wallPressure u' R * (4 / 3 * Real.pi * R ^ 3) = R * u' R ^ 2 / 2 := by
    unfold wallPressure
    field_simp
    ring
  rw [e]
  linarith
```

## The lowest s wave

For \(l=0\) and any \(R>0\), take

\[
u(r)=\sqrt{\tfrac2R}\,\sin\frac{\pi r}{R}.
\]

```lean
/-- The radial wave `√(2/R) sin(π r / R)`. -/
def sineWave (R r : ℝ) : ℝ := √(2 / R) * Real.sin (Real.pi / R * r)
```

Its slope is

\[
u'(r)=\sqrt{\tfrac2R}\,\frac{\pi}{R}\cos\frac{\pi r}{R}.
\]

```lean
/-- The slope `√(2/R) (π/R) cos(π r / R)`. -/
def sineSlope (R r : ℝ) : ℝ := √(2 / R) * (Real.pi / R * Real.cos (Real.pi / R * r))
```

Differentiating again gives \(u''=-(\pi/R)^2u\), so \(E=\tfrac12(\pi/R)^2\), and \(u\) vanishes at \(0\) and \(R\). The hard-wall formula then yields the norm without integrating a squared sine:

\[
2\Bigl(\frac{\pi}{R}\Bigr)^2\int_0^R u^2\,dr=R\cdot\frac2R\Bigl(\frac{\pi}{R}\Bigr)^2=2\Bigl(\frac{\pi}{R}\Bigr)^2 ,
\]

so the integral is \(1\). This wave therefore meets every condition of the pressure law.

```lean
/-- The sine wave is a normalised free orbital with `l = 0` and energy `(π/R)²/2` that vanishes at
the centre and at the wall. -/
theorem pressure_volume_energy_witness {R : ℝ} (hR : 0 < R) :
    IsRadialOrbital (fun _ => 0) 0 ((Real.pi / R) ^ 2 / 2) 0 R (sineWave R) (sineSlope R) ∧
      sineWave R 0 = 0 ∧ sineWave R R = 0 ∧ ∫ r in (0 : ℝ)..R, sineWave R r ^ 2 = 1 := by
  have hk : Real.pi / R * R = Real.pi := div_mul_cancel₀ _ hR.ne'
  have d1 : ∀ r, HasDerivAt (sineWave R) (sineSlope R r) r := fun r =>
    ((((hasDerivAt_id' r).const_mul (Real.pi / R)).sin).const_mul (√(2 / R))).congr_deriv
      (by simp only [sineSlope]; ring)
  have d2 : ∀ r, HasDerivAt (sineSlope R) (-(Real.pi / R) ^ 2 * sineWave R r) r := fun r =>
    (((((hasDerivAt_id' r).const_mul (Real.pi / R)).cos).const_mul
      (Real.pi / R)).const_mul (√(2 / R))).congr_deriv (by simp only [sineWave]; ring)
  have horb : IsRadialOrbital (fun _ => 0) 0 ((Real.pi / R) ^ 2 / 2) 0 R
      (sineWave R) (sineSlope R) :=
    ⟨fun r _ => (d1 r).hasDerivWithinAt, fun r _ => (d2 r).continuousAt.continuousWithinAt,
      fun r _ => (d2 r).congr_deriv (by ring)⟩
  have h0 : sineWave R 0 = 0 := by simp [sineWave]
  have hw : sineWave R R = 0 := by simp only [sineWave, hk, Real.sin_pi, mul_zero]
  refine ⟨horb, h0, hw, ?_⟩
  -- the surface formula itself supplies the normalisation integral
  have h4 := free_electron_hard_wall hR.le horb h0 hw
  have hs : sineSlope R R ^ 2 = 2 / R * (Real.pi / R) ^ 2 := by
    simp only [sineSlope, hk, Real.cos_pi]
    rw [mul_pow, Real.sq_sqrt (by positivity)]
    ring
  rw [hs] at h4
  have e : R * (2 / R * (Real.pi / R) ^ 2) = 2 * (Real.pi / R) ^ 2 := by
    rw [← mul_assoc, mul_div_cancel₀ _ hR.ne']
  rw [e] at h4
  have hp : 2 * (Real.pi / R) ^ 2 ≠ 0 := by
    have := Real.pi_pos
    positivity
  apply mul_left_cancel₀ hp
  linear_combination h4

end

end RadialSurfaceVirial
```

```lean
#print axioms RadialSurfaceVirial.free_electron_shell
#print axioms RadialSurfaceVirial.pressure_volume_energy
```

```
'RadialSurfaceVirial.free_electron_shell' depends on axioms: [propext, Classical.choice, Quot.sound]
'RadialSurfaceVirial.pressure_volume_energy' depends on axioms: [propext, Classical.choice, Quot.sound]
```
